# The exponential of zG for a bounded operator with G³ = G, as a sum of three terms

Let G be a bounded linear operator on a complete complex inner product space with G³ = G; it need not be self-adjoint. The theorem `exp_smul_of_cube` states that for every complex z the exponential of zG equals (1 − G²) + eᶻ(G² + G)/2 + e⁻ᶻ(G² − G)/2. The three operators 1 − G², (G² + G)/2 and (G² − G)/2 belong to the values 0, 1 and −1 of G. The attempt first shows by induction that each power of zG splits into these three parts, then adds three scalar exponential series and appeals to the uniqueness of the sum.

In Lean, a first try:

```lean
import Mathlib

open Matrix

namespace ExpSmulOfCube

noncomputable section

variable {H : Type*} [NormedAddCommGroup H] [InnerProductSpace ℂ H]

/-- If `G³ = G`, the exponential of `zG` is a sum of three terms, with the factors
`1`, `exp z` and `exp (-z)`. -/
theorem exp_smul_of_cube [CompleteSpace H] {G : H →L[ℂ] H} (hG : G ^ 3 = G) (z : ℂ) :
    NormedSpace.exp (z • G) = (1 - G ^ 2) + Complex.exp z • ((1 / 2 : ℂ) • (G ^ 2 + G))
      + Complex.exp (-z) • ((1 / 2 : ℂ) • (G ^ 2 - G)) := by
  have h3 : G ^ 2 * G = G := by rw [← pow_succ]; exact hG
  -- powers of `zG` act separately on the three spectral parts
  have pw : ∀ Q P M : H →L[ℂ] H, Q + P + M = 1 → Q * G = 0 → P * G = P → M * G = -M →
      ∀ n : ℕ, (z • G) ^ n = (0 : ℂ) ^ n • Q + z ^ n • P + (-z) ^ n • M := by
    intro Q P M h1 hQ hP hM n
    induction n with
    | zero => simp only [pow_zero, one_smul]; exact h1.symm
    | succ n ih =>
      rw [pow_succ, ih]
      simp only [add_mul, smul_mul_assoc, mul_smul_comm, hQ, hP, hM, pow_succ]
      module
  have hpow := pw (1 - G ^ 2) ((1 / 2 : ℂ) • (G ^ 2 + G)) ((1 / 2 : ℂ) • (G ^ 2 - G))
    (by module) (by rw [sub_mul, one_mul, h3, sub_self])
    (by rw [smul_mul_assoc, add_mul, h3, ← pow_two G]; module)
    (by rw [smul_mul_assoc, sub_mul, h3, ← pow_two G]; module)
  have hs : ∀ x : ℂ, HasSum (fun n : ℕ => ((n.factorial : ℂ)⁻¹) • x ^ n) (Complex.exp x) := by
    intro x
    rw [Complex.exp_eq_exp_ℂ]
    exact NormedSpace.exp_series_hasSum_exp' (𝕂 := ℂ) x
  -- sum the three scalar exponential series
  have h := (((hs 0).smul_const (1 - G ^ 2)).add
    ((hs z).smul_const ((1 / 2 : ℂ) • (G ^ 2 + G)))).add
    ((hs (-z)).smul_const ((1 / 2 : ℂ) • (G ^ 2 - G)))
  rw [Complex.exp_zero, one_smul] at h
  refine (NormedSpace.exp_series_hasSum_exp' (𝕂 := ℂ) (z • G)).unique ?_
  convert h using 1
  funext n
  rw [hpow n]
  simp only [smul_eq_mul]
  module

end

end ExpSmulOfCube
```

The error:

```
Main.lean:42:2: error: Tactic `apply` failed: could not unify the conclusion of `@funext`
  ?f = ?g
with the goal
  ContinuousLinearMap.toNormedRing.toAddCommMonoid = ContinuousLinearMap.addCommMonoid

Note: The full type of `@funext` is
  ∀ {α : Sort ?u.395} {β : α → Sort ?u.394} {f g : (x : α) → β x}, (∀ (x : α), f x = g x) → f = g

case e'_3
H : Type u_1
inst✝² : NormedAddCommGroup H
inst✝¹ : InnerProductSpace ℂ H
inst✝ : CompleteSpace H
G : H →L[ℂ] H
hG : G ^ 3 = G
z : ℂ
h3 : G ^ 2 * G = G
pw :
  ∀ (Q P M : H →L[ℂ] H),
    Q + P + M = 1 → Q * G = 0 → P * G = P → M * G = -M → ∀ (n : ℕ), (z • G) ^ n = 0 ^ n • Q + z ^ n • P + (-z) ^ n • M
hpow : ∀ (n : ℕ), (z • G) ^ n = 0 ^ n • (1 - G ^ 2) + z ^ n • (1 / 2) • (G ^ 2 + G) + (-z) ^ n • (1 / 2) • (G ^ 2 - G)
hs : ∀ (x : ℂ), HasSum (fun n => (↑n.factorial)⁻¹ • x ^ n) (Complex.exp x)
h :
  HasSum
    (fun b =>
      ((↑b.factorial)⁻¹ • 0 ^ b) • (1 - G ^ 2) + ((↑b.factorial)⁻¹ • z ^ b) • (1 / 2) • (G ^ 2 + G) +
        ((↑b.factorial)⁻¹ • (-z) ^ b) • (1 / 2) • (G ^ 2 - G))
    (1 - G ^ 2 + Complex.exp z • (1 / 2) • (G ^ 2 + G) + Complex.exp (-z) • (1 / 2) • (G ^ 2 - G))
⊢ ContinuousLinearMap.toNormedRing.toAddCommMonoid = ContinuousLinearMap.addCommMonoid
```

The repair, with which the file compiles:

```diff
@@ -38,10 +38,14 @@
     ((hs (-z)).smul_const ((1 / 2 : ℂ) • (G ^ 2 - G)))
   rw [Complex.exp_zero, one_smul] at h
-  refine (NormedSpace.exp_series_hasSum_exp' (𝕂 := ℂ) (z • G)).unique ?_
-  convert h using 1
-  funext n
-  rw [hpow n]
-  simp only [smul_eq_mul]
-  module
+  have e : (fun n : ℕ => ((n.factorial : ℂ)⁻¹) • (z • G) ^ n) = fun n : ℕ =>
+      (((n.factorial : ℂ)⁻¹) • (0 : ℂ) ^ n) • (1 - G ^ 2)
+        + (((n.factorial : ℂ)⁻¹) • z ^ n) • ((1 / 2 : ℂ) • (G ^ 2 + G))
+        + (((n.factorial : ℂ)⁻¹) • (-z) ^ n) • ((1 / 2 : ℂ) • (G ^ 2 - G)) := by
+    funext n
+    rw [hpow n]
+    simp only [smul_eq_mul]
+    module
+  have h' := NormedSpace.exp_series_hasSum_exp' (𝕂 := ℂ) (z • G)
+  exact h'.unique (e ▸ h)
 
 end
```

Diagnosis. The message says that `funext` was given a goal that is not an equality of functions. The goal asks that two additive structures on the operators be equal, one obtained through the normed ring and the other being `ContinuousLinearMap.addCommMonoid`. It arises because `convert h using 1` compares the two `HasSum` statements argument by argument, and the additive structure is one of these arguments. The two sides write it differently, so `convert` leaves this equation as a goal, and `funext n` meets it instead of the equality of the series' terms.

The repair states that equality of terms separately, as `e`. There `funext n` has functions to work on, and the old steps after it serve unchanged. Then `e ▸ h` carries the sum in `h` over to the series for the exponential, and `h'.unique` finishes the proof. Without `convert`, the structures are no longer set as a separate goal; Lean accepts them as the same by definition when it checks the final term. Naming the exponential series `h'` is mere tidying.
